# Closed form and outgoing-wave limit of the spherical Hankel functions

A particle of wavenumber $k$ scatters off a central potential that vanishes beyond some radius. Outside that radius, each partial wave of angular momentum $l$ is a combination of the free radial solutions $j_l(x)$ and $y_l(x)$, where $x=kr$. With time dependence $e^{-i\omega t}$, the scattered part must travel outwards, and the combination that does so is the spherical Hankel function $h_l=j_l+iy_l$. What does this wave look like at finite distance, and how does it approach $e^{ix}/x$ times a constant phase factor?

## From the recurrence to the outgoing wave

Start from

$$j_0=\frac{\sin x}{x},\quad j_1=\frac{\sin x}{x^2}-\frac{\cos x}{x},\quad y_0=-\frac{\cos x}{x},\quad y_1=-\frac{\cos x}{x^2}-\frac{\sin x}{x},$$

and generate the higher orders of both families by $f_{l+2}=\frac{2l+3}{x}f_{l+1}-f_l$. Define

$$c_{l,m}=\frac{(l+m)!}{m!\,(l-m)!},\qquad A_l(z)=\sum_{m=0}^{l}c_{l,m}z^m .$$

The claim is that, for every real $x\neq0$ and every $l\ge 0$,

$$x\,h_l(x)=(-i)^{l+1}e^{ix}A_l\!\left(\frac{i}{2x}\right),$$

and that $x\,i^{l+1}e^{-ix}h_l(x)\to1$ as $x\to\infty$.

**Coefficients.** For $0\le m<l$,

$$c_{l+2,m+1}=c_{l,m+1}+2(2l+3)\,c_{l+1,m}.$$

Dividing by the common factor $(l+m+1)!/[(m+1)!\,(l-m+1)!]$ leaves

$$(l+m+3)(l+m+2)=(l-m+1)(l-m)+2(2l+3)(m+1),$$

which holds because the difference between the left side and the first product on the right is $4lm+4l+6m+6$. At $m=l$ and $m=l+1$ the product $(l-m+1)(l-m)$ vanishes, so the same relation holds there without the $c_{l,m+1}$ term.

**Polynomials.** Since $c_{l,0}=1$ for all $l$, multiplying by $z^{m+1}$, summing over $m=0,\dots,l+1$ and adding the constant term gives

$$A_{l+2}(z)=A_l(z)+2(2l+3)\,z\,A_{l+1}(z).$$

**Induction.** For $l=0$, $xh_0=\sin x-i\cos x=-ie^{ix}$, and $A_0=1$. For $l=1$,

$$xh_1=\frac{\sin x-i\cos x}{x}-\cos x-i\sin x=-e^{ix}\left(1+\frac ix\right),$$

which agrees with $A_1(z)=1+2z$ at $z=i/(2x)$. If the formula holds for $l$ and $l+1$, the recurrence gives

$$xh_{l+2}=\frac{2l+3}{x}(-i)^{l+2}e^{ix}A_{l+1}-(-i)^{l+1}e^{ix}A_l
=(-i)^{l+3}e^{ix}\left[A_l+\frac{i(2l+3)}{x}A_{l+1}\right].$$

The bracket is $A_{l+2}$ at $z=i/(2x)$.

**Limits.** Because $i^{l+1}(-i)^{l+1}=1$, the closed form gives $x\,i^{l+1}e^{-ix}h_l=A_l(i/(2x))$, which tends to $A_l(0)=1$. For the real functions, put $\theta=x-l\pi/2$. Then $(-i)^{l+1}e^{ix}=-ie^{i\theta}=\sin\theta-i\cos\theta$, and subtracting this from the closed form yields

$$(xj_l-\sin\theta)+i(xy_l+\cos\theta)=(-i)^{l+1}e^{ix}\left[A_l\!\left(\frac{i}{2x}\right)-1\right].$$

The prefactor has modulus one, so both deviations on the left are at most $|A_l(i/(2x))-1|$ and tend to zero.

**Cross product.** Let $W_l=j_{l+1}y_l-j_ly_{l+1}$. Inserting the recurrence into $W_{l+1}=j_{l+2}y_{l+1}-j_{l+1}y_{l+2}$ cancels the terms in $j_{l+1}y_{l+1}$ and leaves $W_{l+1}=W_l$. Directly, $W_0=(\cos^2x+\sin^2x)/x^2$, so $x^2W_l=1$ for every $l$.

For a potential of finite range, these limits turn matching coefficients into a scattering phase: $\cos\delta\,j_l-\sin\delta\,y_l$ behaves at large $x$ like $\sin(x-l\pi/2+\delta)/x$.

## The functions and amplitudes in Lean

```lean
import Mathlib

open Filter Topology
open Complex (I)

namespace SphericalHankel

noncomputable section
```

The two Bessel families are real functions of a natural number `l` and a real `x`, the dimensionless distance $kr$.

```lean
/-- For `x ≠ 0`, the regular spherical Bessel function `j_l(x)`, defined by upward recurrence in
`l`. At `x = 0` Lean's division by zero gives the value 0 for every `l`. -/
def sphJ : ℕ → ℝ → ℝ
  | 0, x => Real.sin x / x
  | 1, x => Real.sin x / x ^ 2 - Real.cos x / x
  | l + 2, x => (2 * (l : ℝ) + 3) / x * sphJ (l + 1) x - sphJ l x

/-- For `x ≠ 0`, the irregular spherical Bessel function `y_l(x)`, defined by the same recurrence as
`sphJ`. At `x = 0` Lean's division by zero gives the value 0 for every `l`. -/
def sphY : ℕ → ℝ → ℝ
  | 0, x => -Real.cos x / x
  | 1, x => -Real.cos x / x ^ 2 - Real.sin x / x
  | l + 2, x => (2 * (l : ℝ) + 3) / x * sphY (l + 1) x - sphY l x
```

The starting values fix the sign convention, with $y_0=-\cos x/x$. The recurrence serves as the definition; that these functions solve the radial Schrödinger equation is not part of the development, and no potential appears in it.

```lean
/-- The spherical Hankel function `h_l = j_l + i y_l`. -/
def sphH (l : ℕ) (x : ℝ) : ℂ := (sphJ l x : ℂ) + I * (sphY l x : ℂ)
```

The Hankel function is complex-valued, with the real values of `sphJ` and `sphY` embedded in $\mathbb C$.

```lean
/-- The coefficient `(l+m)! / (m! (l-m)!)`, used for `m ≤ l`. -/
def hankelCoeff (l m : ℕ) : ℝ :=
  ((l + m).factorial : ℝ) / ((m.factorial : ℝ) * ((l - m).factorial : ℝ))

/-- The amplitude polynomial `A_l(z) = ∑_{m ≤ l} (l+m)! / (m! (l-m)!) z^m`. -/
def hankelAmp (l : ℕ) (z : ℂ) : ℂ :=
  ∑ m ∈ Finset.range (l + 1), (hankelCoeff l m : ℂ) * z ^ m
```

`hankelCoeff l m` is $c_{l,m}$ and `hankelAmp l z` is $A_l(z)$. The range `Finset.range (l + 1)` runs over $m=0,\dots,l$, so the natural-number subtraction `l - m` is always the ordinary one.

## The amplitude recurrence

The first lemma replaces $l-m$ by a separate natural number $k$ (in this section not the wavenumber), which lets the factorials be expanded without subtraction. The second records $c_{l,0}=1$.

```lean
/-- The coefficient written without subtraction, for `l = m + k` and `n = l + m`. -/
theorem hankelCoeff_eq (l m k n : ℕ) (hl : l = m + k) (hn : n = l + m) :
    hankelCoeff l m = (n.factorial : ℝ) / ((m.factorial : ℝ) * (k.factorial : ℝ)) := by
  subst hn
  subst hl
  unfold hankelCoeff
  rw [Nat.add_sub_cancel_left]

/-- The constant coefficient (`m = 0`) of the amplitude polynomial is one. -/
theorem hankelCoeff_zero (l : ℕ) : hankelCoeff l 0 = 1 := by
  have h : (l.factorial : ℝ) ≠ 0 := Nat.cast_ne_zero.mpr (Nat.factorial_ne_zero l)
  rw [hankelCoeff_eq l 0 l l (by omega) (by omega), Nat.factorial_zero, Nat.cast_one,
    one_mul, div_self h]
```

The coefficient relation for $m<l$ follows by writing $l=m+1+k$, reducing the larger factorials to smaller ones, and leaving the polynomial identity above to `field_simp` and `ring`.

```lean
/-- The coefficients for three successive angular momenta obey a linear relation. -/
theorem hankelCoeff_step (l m : ℕ) (hm : m < l) :
    hankelCoeff (l + 1 + 1) (m + 1)
      = hankelCoeff l (m + 1) + 2 * (2 * (l : ℝ) + 3) * hankelCoeff (l + 1) m := by
  obtain ⟨k, rfl⟩ : ∃ k, l = m + 1 + k := ⟨l - (m + 1), by omega⟩
  rw [hankelCoeff_eq (m + 1 + k + 1 + 1) (m + 1) (k + 1 + 1) (2 * m + k + 2 + 1 + 1)
      (by omega) (by omega),
    hankelCoeff_eq (m + 1 + k) (m + 1) k (2 * m + k + 2) (by omega) (by omega),
    hankelCoeff_eq (m + 1 + k + 1) m (k + 1 + 1) (2 * m + k + 2) (by omega) (by omega),
    Nat.factorial_succ (2 * m + k + 2 + 1), Nat.factorial_succ (2 * m + k + 2),
    Nat.factorial_succ (k + 1), Nat.factorial_succ k, Nat.factorial_succ m]
  push_cast
  field_simp
  ring
```

In the summed version, `e1` and `e2` are the cases $m=l$ and $m=l+1$, `bulk` sums the relation over the remaining $m$, and `a0` splits the constant term off $A_l$.

```lean
/-- The amplitude polynomials obey `A_{l+2} = A_l + 2(2l+3) z A_{l+1}`. -/
theorem hankelAmp_recurrence (l : ℕ) (z : ℂ) :
    hankelAmp (l + 2) z
      = hankelAmp l z + 2 * (2 * (l : ℂ) + 3) * z * hankelAmp (l + 1) z := by
  change hankelAmp (l + 1 + 1) z = _
  -- the two highest powers have no partner in `A_l`
  have e1 : hankelCoeff (l + 1 + 1) (l + 1)
      = 2 * (2 * (l : ℝ) + 3) * hankelCoeff (l + 1) l := by
    rw [hankelCoeff_eq (l + 1 + 1) (l + 1) 1 (2 * l + 1 + 1 + 1) (by omega) (by omega),
      hankelCoeff_eq (l + 1) l 1 (2 * l + 1) (by omega) (by omega),
      Nat.factorial_succ (2 * l + 1 + 1), Nat.factorial_succ (2 * l + 1),
      Nat.factorial_succ l, Nat.factorial_one]
    push_cast
    field_simp
    ring
  have e2 : hankelCoeff (l + 1 + 1) (l + 1 + 1)
      = 2 * (2 * (l : ℝ) + 3) * hankelCoeff (l + 1) (l + 1) := by
    rw [hankelCoeff_eq (l + 1 + 1) (l + 1 + 1) 0 (2 * l + 2 + 1 + 1) (by omega) (by omega),
      hankelCoeff_eq (l + 1) (l + 1) 0 (2 * l + 2) (by omega) (by omega),
      Nat.factorial_succ (2 * l + 2 + 1), Nat.factorial_succ (2 * l + 2),
      Nat.factorial_succ (l + 1), Nat.factorial_zero]
    push_cast
    field_simp
    ring
  have bulk : ∑ m ∈ Finset.range l, (hankelCoeff (l + 1 + 1) (m + 1) : ℂ) * z ^ (m + 1)
      = ∑ m ∈ Finset.range l, (hankelCoeff l (m + 1) : ℂ) * z ^ (m + 1)
        + 2 * (2 * (l : ℂ) + 3) * z
          * ∑ m ∈ Finset.range l, (hankelCoeff (l + 1) m : ℂ) * z ^ m := by
    rw [Finset.mul_sum, ← Finset.sum_add_distrib]
    refine Finset.sum_congr rfl fun m hm => ?_
    rw [hankelCoeff_step l m (Finset.mem_range.mp hm)]
    push_cast
    ring
  have a0 : hankelAmp l z
      = ∑ m ∈ Finset.range l, (hankelCoeff l (m + 1) : ℂ) * z ^ (m + 1) + 1 := by
    rw [hankelAmp, Finset.sum_range_succ', hankelCoeff_zero, Complex.ofReal_one,
      pow_zero, mul_one]
  rw [a0, hankelAmp, hankelAmp, Finset.sum_range_succ', Finset.sum_range_succ,
    Finset.sum_range_succ, bulk, e1, e2, hankelCoeff_zero,
    Finset.sum_range_succ _ (l + 1), Finset.sum_range_succ _ l]
  push_cast
  ring
```

## The closed form for every order

The theorem covers negative as well as positive $x$. The factor $x$ stands on the left so that the hypothesis `x ≠ 0` does real work: Lean sets division by zero to zero, and the divided formula would hold at $x=0$ for no physical reason.

```lean
/-- Closed form of the spherical Hankel function for `x ≠ 0`:
`x h_l(x) = (-i)^(l+1) exp(ix) A_l(i/(2x))`. -/
theorem sphH_closed_form {x : ℝ} (hx : x ≠ 0) : ∀ l : ℕ,
    (x : ℂ) * sphH l x
      = (-I) ^ (l + 1) * Complex.exp (I * x) * hankelAmp l (I / (2 * (x : ℂ)))
  | 0 => by
    have hi : (x : ℂ) * (x : ℂ)⁻¹ = 1 := mul_inv_cancel₀ (Complex.ofReal_ne_zero.mpr hx)
    have hA : ∀ z, hankelAmp 0 z = 1 := fun z => by
      norm_num [hankelAmp, hankelCoeff, Nat.factorial]
    rw [hA, mul_comm I (x : ℂ), Complex.exp_mul_I]
    simp only [sphH, sphJ, sphY]
    push_cast
    linear_combination (Complex.sin x - I * Complex.cos x) * hi
      + Complex.sin x * Complex.I_sq
  | 1 => by
    have hi : (x : ℂ) * (x : ℂ)⁻¹ = 1 := mul_inv_cancel₀ (Complex.ofReal_ne_zero.mpr hx)
    have hA : ∀ z, hankelAmp 1 z = 1 + 2 * z := fun z => by
      norm_num [hankelAmp, hankelCoeff, Finset.sum_range_succ, Nat.factorial]
    rw [hA, mul_comm I (x : ℂ), Complex.exp_mul_I]
    simp only [sphH, sphJ, sphY]
    push_cast
    linear_combination (Complex.sin x * (x : ℂ)⁻¹ - Complex.cos x
        - I * Complex.cos x * (x : ℂ)⁻¹ - I * Complex.sin x) * hi
      + (-(Complex.cos x + I * Complex.cos x * (x : ℂ)⁻¹ + I * Complex.sin x)
        + Complex.sin x * (x : ℂ)⁻¹ * (1 - I ^ 2)) * Complex.I_sq
  | l + 2 => by
    have ih0 := sphH_closed_form hx l
    have ih1 := sphH_closed_form hx (l + 1)
    -- the recurrence of `j_l` and `y_l` carries over to `h_l`
    have hrec : (x : ℂ) * sphH (l + 2) x
        = (2 * (l : ℂ) + 3) / x * ((x : ℂ) * sphH (l + 1) x) - (x : ℂ) * sphH l x := by
      simp only [sphH, sphJ, sphY]
      push_cast
      ring
    have p1 : (-I) ^ (l + 1 + 1) = (-I) ^ (l + 1) * (-I) := pow_succ _ _
    have p2 : (-I) ^ (l + 2 + 1) = (-I) ^ (l + 1) * (-I) * (-I) :=
      (pow_succ _ _).trans (congrArg (fun w => w * (-I)) p1)
    rw [hrec, ih0, ih1, hankelAmp_recurrence, p1, p2]
    generalize (-I) ^ (l + 1) = P
    generalize Complex.exp (I * x) = E
    generalize hankelAmp l (I / (2 * (x : ℂ))) = A
    generalize hankelAmp (l + 1) (I / (2 * (x : ℂ))) = B
    linear_combination (-(P * E * A) - (2 * (l : ℂ) + 3) / x * P * I * E * B) * Complex.I_sq
```

The three cases are those of the induction by hand. In the first two, Euler's formula expands the exponential, and `linear_combination` closes the goal using $x\,x^{-1}=1$ and $i^2=-1$. In the third, `hrec` is the Bessel recurrence for $xh_l$. After the two induction hypotheses and the amplitude recurrence are substituted, only $i^2=-1$ is needed.

## Behaviour at large distance

`Tendsto … atTop (𝓝 1)` says that a function of $x$ converges to 1 as $x\to+\infty$. Here $l$ is fixed; the statements give no uniformity in $l$. The amplitude limit combines $i/(2x)\to0$ with continuity of the polynomial.

```lean
/-- The amplitude `A_l(i/(2x))` tends to one at large distance. -/
theorem hankelAmp_tendsto (l : ℕ) :
    Tendsto (fun x : ℝ => hankelAmp l (I / (2 * (x : ℂ)))) atTop (𝓝 1) := by
  have hz : Tendsto (fun x : ℝ => I / (2 * (x : ℂ))) atTop (𝓝 0) := by
    have h := ((Complex.continuous_ofReal.tendsto 0).comp
      (tendsto_inv_atTop_zero (𝕜 := ℝ))).const_mul (I / 2)
    rw [Complex.ofReal_zero, mul_zero] at h
    refine h.congr fun x => ?_
    simp only [Function.comp_apply, Complex.ofReal_inv]
    ring
  have hcont : Continuous fun z : ℂ => hankelAmp l z := by
    simp only [hankelAmp]
    fun_prop
  have h0 : hankelAmp l 0 = 1 := by
    rw [hankelAmp, Finset.sum_range_succ']
    simp [hankelCoeff_zero]
  have hc : Tendsto (fun x : ℝ => hankelAmp l (I / (2 * (x : ℂ)))) atTop
      (𝓝 (hankelAmp l 0)) := (hcont.tendsto 0).comp hz
  rwa [h0] at hc
```

The outgoing-wave limit follows because its expression equals the amplitude for all $x\neq0$, hence for all sufficiently large $x$. The facts `hp` and `he` cancel the powers of $\pm i$ and the exponentials.

```lean
/-- Outgoing-wave limit: `x i^(l+1) exp(-ix) h_l(x)` tends to one as `x → ∞`. -/
theorem sphH_outgoing (l : ℕ) :
    Tendsto (fun x : ℝ => (x : ℂ) * I ^ (l + 1) * Complex.exp (-(I * x)) * sphH l x)
      atTop (𝓝 1) := by
  refine (hankelAmp_tendsto l).congr' ?_
  filter_upwards [eventually_ne_atTop (0 : ℝ)] with x hx
  have h := sphH_closed_form hx l
  have hp : I ^ (l + 1) * (-I) ^ (l + 1) = 1 := by
    rw [← mul_pow]
    simp
  have he : Complex.exp (-(I * x)) * Complex.exp (I * x) = 1 := by
    rw [← Complex.exp_add]
    simp
  generalize (-I) ^ (l + 1) = P at h hp
  linear_combination (-(I ^ (l + 1) * Complex.exp (-(I * x)))) * h
    - hankelAmp l (I / (2 * (x : ℂ))) * Complex.exp (-(I * x)) * Complex.exp (I * x) * hp
    - hankelAmp l (I / (2 * (x : ℂ))) * he
```

The next lemma rewrites the phase factor through $\theta=x-l\pi/2$. Its induction on $l$ uses the fact that each extra factor $-i$ shifts the angle by $-\pi/2$.

```lean
/-- The phase factor `(-i)^(l+1) exp(ix)` in terms of the shifted angle `x - lπ/2`. -/
theorem outgoing_phase (l : ℕ) (x : ℝ) :
    (-I) ^ (l + 1) * Complex.exp (I * x)
      = (Real.sin (x - l * Real.pi / 2) : ℂ) - I * (Real.cos (x - l * Real.pi / 2) : ℂ) := by
  induction l with
  | zero =>
    have h0 : x - ((0 : ℕ) : ℝ) * Real.pi / 2 = x := by simp
    rw [h0, mul_comm I (x : ℂ), Complex.exp_mul_I, Complex.ofReal_sin, Complex.ofReal_cos]
    linear_combination (-Complex.sin x) * Complex.I_sq
  | succ l ih =>
    have hs : x - ((l + 1 : ℕ) : ℝ) * Real.pi / 2
        = (x - l * Real.pi / 2) - Real.pi / 2 := by
      push_cast
      ring
    rw [hs, Real.sin_sub_pi_div_two, Real.cos_sub_pi_div_two, pow_succ (-I) (l + 1),
      Complex.ofReal_neg]
    linear_combination (-I) * ih
      + (Real.cos (x - l * Real.pi / 2) : ℂ) * Complex.I_sq
```

The standing-wave theorem is stated with differences, since $xj_l$ and $xy_l$ keep oscillating and have no limits of their own. In its proof, `key` is the complex identity for the two deviations, `bound` takes norms and compares the real and imaginary parts with the whole, and `squeeze_zero_norm'` passes to the limit.

```lean
/-- Standing-wave asymptotics: as `x → ∞`, `x j_l(x)` approaches `sin(x - lπ/2)` and
`x y_l(x)` approaches `-cos(x - lπ/2)`. -/
theorem standing_wave_asymptotics (l : ℕ) :
    Tendsto (fun x : ℝ => x * sphJ l x - Real.sin (x - l * Real.pi / 2)) atTop (𝓝 0) ∧
    Tendsto (fun x : ℝ => x * sphY l x + Real.cos (x - l * Real.pi / 2)) atTop (𝓝 0) := by
  have hA : Tendsto (fun x : ℝ => ‖hankelAmp l (I / (2 * (x : ℂ))) - 1‖) atTop (𝓝 0) := by
    have h := ((hankelAmp_tendsto l).sub_const 1).norm
    rwa [sub_self, norm_zero] at h
  have hr : ∀ a b : ℝ, |a| ≤ ‖(a : ℂ) + I * b‖ ∧ |b| ≤ ‖(a : ℂ) + I * b‖ := fun a b =>
    ⟨by simpa using Complex.abs_re_le_norm ((a : ℂ) + I * b),
      by simpa using Complex.abs_im_le_norm ((a : ℂ) + I * b)⟩
  -- both deviations are bounded by the deviation of the amplitude from one
  have bound : ∀ x : ℝ, x ≠ 0 →
      |x * sphJ l x - Real.sin (x - l * Real.pi / 2)|
        ≤ ‖hankelAmp l (I / (2 * (x : ℂ))) - 1‖ ∧
      |x * sphY l x + Real.cos (x - l * Real.pi / 2)|
        ≤ ‖hankelAmp l (I / (2 * (x : ℂ))) - 1‖ := by
    intro x hx
    have h := sphH_closed_form hx l
    have p := outgoing_phase l x
    rw [sphH] at h
    have key : ((x * sphJ l x - Real.sin (x - l * Real.pi / 2) : ℝ) : ℂ)
        + I * ((x * sphY l x + Real.cos (x - l * Real.pi / 2) : ℝ) : ℂ)
        = (-I) ^ (l + 1) * Complex.exp (I * x)
          * (hankelAmp l (I / (2 * (x : ℂ))) - 1) := by
      simp only [Complex.ofReal_sub, Complex.ofReal_add, Complex.ofReal_mul]
      linear_combination h + p
    have hn := congrArg norm key
    rw [norm_mul, norm_mul, norm_pow, norm_neg, Complex.norm_I, one_pow,
      mul_comm I (x : ℂ), Complex.norm_exp_ofReal_mul_I, one_mul, one_mul] at hn
    rw [← hn]
    exact hr _ _
  constructor
  · refine squeeze_zero_norm' ?_ hA
    filter_upwards [eventually_ne_atTop (0 : ℝ)] with x hx
    exact (bound x hx).1
  · refine squeeze_zero_norm' ?_ hA
    filter_upwards [eventually_ne_atTop (0 : ℝ)] with x hx
    exact (bound x hx).2
```

## The cross product of neighbouring orders

The last theorem is exact at every $x\neq0$. It shows that the pairs $(j_l,j_{l+1})$ and $(y_l,y_{l+1})$ are never proportional there, so the two numbers $aj_l+by_l$ and $aj_{l+1}+by_{l+1}$ at one such $x$ determine $a$ and $b$ uniquely. Matching at the edge of a potential uses the value and slope of a single partial wave $aj_l+by_l$; by the standard relation $f_l'=\frac{l}{x}f_l-f_{l+1}$, which both families obey but which is not proved here, these carry the same information. The base case reduces to $\sin^2x+\cos^2x=1$; in the induction step, expanding the recurrence reproduces the previous cross product.

```lean
/-- Cross product of neighbouring orders: `x² (j_{l+1} y_l - j_l y_{l+1}) = 1` for `x ≠ 0`. -/
theorem bessel_cross_product {x : ℝ} (hx : x ≠ 0) (l : ℕ) :
    x ^ 2 * (sphJ (l + 1) x * sphY l x - sphJ l x * sphY (l + 1) x) = 1 := by
  induction l with
  | zero =>
    have hi : x * x⁻¹ = 1 := mul_inv_cancel₀ hx
    change x ^ 2 * (sphJ 1 x * sphY 0 x - sphJ 0 x * sphY 1 x) = 1
    simp only [sphJ, sphY]
    linear_combination (Real.sin x ^ 2 + Real.cos x ^ 2) * (x * x⁻¹ + 1) * hi
      + Real.sin_sq_add_cos_sq x
  | succ l ih =>
    change x ^ 2 * (sphJ (l + 2) x * sphY (l + 1) x - sphJ (l + 1) x * sphY (l + 2) x) = 1
    simp only [sphJ, sphY]
    linear_combination ih

end

end SphericalHankel
```

```lean
#print axioms SphericalHankel.sphH_closed_form
#print axioms SphericalHankel.sphH_outgoing
#print axioms SphericalHankel.standing_wave_asymptotics
#print axioms SphericalHankel.bessel_cross_product
```

```
'SphericalHankel.sphH_closed_form' depends on axioms: [propext, Classical.choice, Quot.sound]
'SphericalHankel.sphH_outgoing' depends on axioms: [propext, Classical.choice, Quot.sound]
'SphericalHankel.standing_wave_asymptotics' depends on axioms: [propext, Classical.choice, Quot.sound]
'SphericalHankel.bessel_cross_product' depends on axioms: [propext, Classical.choice, Quot.sound]
```
